# Squaring the projected kinetic operator never overestimates $\langle T^2\rangle$ in the basis space

Near a heavy nucleus an electron moves fast enough for its kinetic energy to fall noticeably short of $p^2/2m$. The leading correction is the mass-velocity term $-p^4/(8m^3c_0^2)$, where $m$ is the electron mass and $c_0$ the speed of light. With $T=p^2/2m$ we have $p^4=4m^2T^2$, so the integrals of $T^2$ are needed. A program that already has the kinetic matrix in a Gaussian basis can approximate them by a resolution of the identity: it inserts the projector onto the basis space between the two factors of $T$. How large is the error, and does it have a sign?

## Kinetic operator, basis space and matrices

Let $E$ be a real inner-product space, $T$ a linear map from $E$ to itself, $W$ a subspace (the basis space) and $P$ the orthogonal projector onto $W$.

In Lean 4 with Mathlib:

```lean
import Mathlib

open Matrix

namespace MassVelocityRI

noncomputable section

variable {E : Type*} [NormedAddCommGroup E] [InnerProductSpace ℝ E]
```

For the physical problem, take $E$ to be the smooth, rapidly decreasing real functions with the $L^2$ inner product. Gaussians times polynomials belong to it, and $T$ maps it into itself. That $T$ is symmetric there follows from integration by parts; this step is left to calculus, and the code takes symmetry as the hypothesis `hT : T.IsSymmetric`, which says $\langle Tx,y\rangle=\langle x,Ty\rangle$. Slater functions with a cusp at the nucleus do not belong to this $E$, and complex orbitals need a complex version.

The projector $P$ is written `W.starProjection`. The condition `W.HasOrthogonalProjection` says that it exists, which is so for every finite-dimensional $W$, even when $E$ is not complete. The operator $PTP$ gets a name:

```lean
/-- The kinetic operator `P T P` as seen inside the basis space `W`, where `P` is the
orthogonal projector onto `W`. -/
def projectedKinetic (T : E →ₗ[ℝ] E) (W : Submodule ℝ E) [W.HasOrthogonalProjection] :
    E →ₗ[ℝ] E :=
  (W.starProjection : E →ₗ[ℝ] E) ∘ₗ T ∘ₗ (W.starProjection : E →ₗ[ℝ] E)
```

A power such as `T ^ 2` means repeated application. For basis functions $\chi_i$, the overlap matrix is $S_{ij}=\langle\chi_i,\chi_j\rangle$:

```lean
/-- The overlap matrix `S i j = ⟨χ i, χ j⟩` of a family of basis functions. -/
def overlap {ι : Type*} (χ : ι → E) : Matrix ι ι ℝ :=
  Matrix.of fun i j => inner ℝ (χ i) (χ j)
```

The kinetic matrix is $K_{ij}=\langle\chi_i,T\chi_j\rangle$:

```lean
/-- The kinetic matrix `K i j = ⟨χ i, T χ j⟩` in a family of basis functions. -/
def kineticMatrix {ι : Type*} (T : E →ₗ[ℝ] E) (χ : ι → E) : Matrix ι ι ℝ :=
  Matrix.of fun i j => inner ℝ (χ i) (T (χ j))
```

From (b) to (g) and in (j), $T$ is symmetric.

## (a) Overlap with a projected vector

**Task.** For $w\in W$ and $x\in E$, show that
$$\langle w,Px\rangle=\langle w,x\rangle .$$

**Solution.** The remainder $x-Px$ is orthogonal to $W$, so $0=\langle x-Px,w\rangle=\langle x,w\rangle-\langle Px,w\rangle$. The real inner product is symmetric, which gives the claim.

```lean
/-- A vector of the basis space has the same overlap with `x` as with the projection of `x`. -/
theorem inner_projection {W : Submodule ℝ E} [W.HasOrthogonalProjection] {w : E}
    (hw : w ∈ W) (x : E) : inner ℝ w (W.starProjection x) = inner ℝ w x := by
  have h := Submodule.starProjection_inner_eq_zero (K := W) x w hw
  rw [inner_sub_left, real_inner_comm w x, real_inner_comm w (W.starProjection x)] at h
  linarith
```

## (b) The approximate integral as an overlap of projections

**Task.** For $u,v\in W$, show that
$$\langle u,(PTP)^2v\rangle=\langle PTu,PTv\rangle .$$

**Solution.** Since $Pv=v$ and $P^2=P$, we have $(PTP)^2v=PTPTv$. Then
$$\langle u,PTPTv\rangle=\langle u,TPTv\rangle=\langle Tu,PTv\rangle=\langle PTu,PTv\rangle .$$
The first equality is (a) with $w=u$, the second is the symmetry of $T$, and the third is (a) with $w=PTv$ and $x=Tu$.

```lean
/-- For symmetric `T` and `u`, `v` in the basis space, the matrix element of `(P T P)²` is the
overlap of the projections of `T u` and `T v`. -/
theorem inner_projectedKinetic_sq {T : E →ₗ[ℝ] E} (hT : T.IsSymmetric)
    {W : Submodule ℝ E} [W.HasOrthogonalProjection] {u v : E} (hu : u ∈ W) (hv : v ∈ W) :
    inner ℝ u ((projectedKinetic T W ^ 2) v) =
      inner ℝ (W.starProjection (T u)) (W.starProjection (T v)) := by
  have hv' : W.starProjection v = v := Submodule.starProjection_eq_self_iff.2 hv
  have hm : W.starProjection (T v) ∈ W := Submodule.starProjection_apply_mem W (T v)
  have hp : W.starProjection (W.starProjection (T v)) = W.starProjection (T v) :=
    Submodule.starProjection_eq_self_iff.2 hm
  have h : (projectedKinetic T W ^ 2) v =
      W.starProjection (T (W.starProjection (T v))) := by
    rw [pow_two, Module.End.mul_apply]
    change W.starProjection (T (W.starProjection
      (W.starProjection (T (W.starProjection v))))) = _
    rw [hv', hp]
  -- move the outer projector and one `T` to the left factor
  rw [h, inner_projection hu, ← hT u (W.starProjection (T v))]
  have h2 := inner_projection hm (T u)
  exact (real_inner_comm _ _).trans (h2.symm.trans (real_inner_comm _ _))
```

Here `hv'` is $Pv=v$, `hp` is idempotence on $Tv$, and `h` is the shortened operator product. The rewrite with `inner_projection hu` and `hT` makes the first two moves of the chain, and `h2` makes the third.

## (c) The error of a matrix element

**Task.** For $u,v\in W$, show that
$$\langle u,(PTP)^2v\rangle=\langle u,T^2v\rangle-\langle Tu-PTu,\;Tv-PTv\rangle .$$

**Solution.** Expand the last overlap:
$$\langle Tu,Tv\rangle-\langle Tu,PTv\rangle-\langle PTu,Tv\rangle+\langle PTu,PTv\rangle .$$
By (a), both mixed terms have the value $\langle PTu,PTv\rangle$, so the sum is $\langle Tu,Tv\rangle-\langle PTu,PTv\rangle$. Symmetry gives $\langle Tu,Tv\rangle=\langle u,T^2v\rangle$, and (b) identifies the other term.

```lean
/-- For symmetric `T` and `u`, `v` in the basis space, the resolution of the identity misses
exactly the overlap of the parts of `T u` and `T v` that stick out of the basis space. -/
theorem ri_matrix_element {T : E →ₗ[ℝ] E} (hT : T.IsSymmetric)
    {W : Submodule ℝ E} [W.HasOrthogonalProjection] {u v : E} (hu : u ∈ W) (hv : v ∈ W) :
    inner ℝ u ((projectedKinetic T W ^ 2) v) = inner ℝ u ((T ^ 2) v) -
      inner ℝ (T u - W.starProjection (T u)) (T v - W.starProjection (T v)) := by
  have h1 := inner_projection (Submodule.starProjection_apply_mem W (T u)) (T v)
  have h2 := inner_projection (Submodule.starProjection_apply_mem W (T v)) (T u)
  rw [real_inner_comm (W.starProjection (T u)) (W.starProjection (T v)),
    real_inner_comm (T u) (W.starProjection (T v))] at h2
  have h3 : inner ℝ u ((T ^ 2) v) = inner ℝ (T u) (T v) := by
    rw [pow_two, Module.End.mul_apply]
    exact (hT u (T v)).symm
  rw [inner_projectedKinetic_sq hT hu hv, h3, inner_sub_left, inner_sub_right,
    inner_sub_right]
  linarith
```

The mixed terms are `h1` and `h2`, the symmetry step is `h3`, and `linarith` collects the terms.

## (d) The error of an expectation value

**Task.** For $v\in W$, show that
$$\langle v,(PTP)^2v\rangle=\langle v,T^2v\rangle-\|Tv-PTv\|^2 .$$

**Solution.** Set $u=v$ in (c). The overlap of $Tv-PTv$ with itself is its squared norm.

```lean
/-- For symmetric `T` and `v` in the basis space, `⟨v, (P T P)² v⟩` equals `⟨v, T² v⟩` minus the
squared length of the part of `T v` orthogonal to the basis space. -/
theorem ri_expectation {T : E →ₗ[ℝ] E} (hT : T.IsSymmetric)
    {W : Submodule ℝ E} [W.HasOrthogonalProjection] {v : E} (hv : v ∈ W) :
    inner ℝ v ((projectedKinetic T W ^ 2) v) =
      inner ℝ v ((T ^ 2) v) - ‖T v - W.starProjection (T v)‖ ^ 2 := by
  rw [ri_matrix_element hT hv hv, real_inner_self_eq_norm_sq]
```

The vector $v$ need not be normalised. For $v\neq0$, dividing every term by $\|v\|^2$ gives the expectation values in the normalised state.

## (e) The sign of the error

**Task.** For $v\in W$, show that
$$\langle v,(PTP)^2v\rangle\le\langle v,T^2v\rangle .$$

**Solution.** The term subtracted in (d) is a square, hence not negative.

```lean
/-- For symmetric `T` and `v` in the basis space, squaring the projected kinetic operator never
overestimates the expectation value of `T²`. -/
theorem ri_le_exact {T : E →ₗ[ℝ] E} (hT : T.IsSymmetric)
    {W : Submodule ℝ E} [W.HasOrthogonalProjection] {v : E} (hv : v ∈ W) :
    inner ℝ v ((projectedKinetic T W ^ 2) v) ≤ inner ℝ v ((T ^ 2) v) := by
  rw [ri_expectation hT hv]
  linarith [sq_nonneg ‖T v - W.starProjection (T v)‖]
```

For a real one-electron orbital inside the basis space, the first-order mass-velocity energy obtained in this way is therefore never too negative.

## (f) When the approximation is exact

**Task.** For $v\in W$, show that
$$\langle v,(PTP)^2v\rangle=\langle v,T^2v\rangle\iff Tv\in W .$$

**Solution.** By (d), equality holds exactly when $\|Tv-PTv\|=0$, that is, when $PTv=Tv$. A vector equals its projection if and only if it lies in $W$.

```lean
/-- For symmetric `T` and `v` in the basis space, the approximate expectation value is exact if
and only if `T v` lies in the basis space. -/
theorem ri_exact_iff {T : E →ₗ[ℝ] E} (hT : T.IsSymmetric)
    {W : Submodule ℝ E} [W.HasOrthogonalProjection] {v : E} (hv : v ∈ W) :
    inner ℝ v ((projectedKinetic T W ^ 2) v) = inner ℝ v ((T ^ 2) v) ↔ T v ∈ W := by
  rw [ri_expectation hT hv, sub_eq_self, sq_eq_zero_iff, norm_eq_zero, sub_eq_zero]
  exact eq_comm.trans Submodule.starProjection_eq_self_iff
```

The basis must thus represent the function $Tv$, not only the orbital $v$. The chain of rewrites removes the square and the norm in turn, and `Submodule.starProjection_eq_self_iff` supplies the last equivalence.

## (g) Enlarging the basis space

**Task.** Let $W\subseteq W'$, let $P'$ be the orthogonal projector onto $W'$, and let $v\in W$. Show that
$$\langle v,(PTP)^2v\rangle\le\langle v,(P'TP')^2v\rangle .$$

**Solution.** Put $a=PTv$ and $b=P'Tv$. By (b), the two sides are $\|a\|^2$ and $\|b\|^2$. Since $a$ lies in both spaces, (a) applied to each gives $\langle a,a\rangle=\langle a,Tv\rangle=\langle a,b\rangle$. Hence
$$0\le\|b-a\|^2=\|b\|^2-2\langle a,b\rangle+\|a\|^2=\|b\|^2-\|a\|^2 .$$

```lean
/-- For symmetric `T` and `v` in the smaller of two nested basis spaces, enlarging the basis space
never lowers the approximate expectation value of `T²`. -/
theorem ri_mono {T : E →ₗ[ℝ] E} (hT : T.IsSymmetric) {W W' : Submodule ℝ E}
    [W.HasOrthogonalProjection] [W'.HasOrthogonalProjection] (hW : W ≤ W')
    {v : E} (hv : v ∈ W) :
    inner ℝ v ((projectedKinetic T W ^ 2) v) ≤
      inner ℝ v ((projectedKinetic T W' ^ 2) v) := by
  rw [inner_projectedKinetic_sq hT hv hv, inner_projectedKinetic_sq hT (hW hv) (hW hv)]
  have hm := Submodule.starProjection_apply_mem W (T v)
  have h1 := inner_projection hm (T v)
  have h2 := inner_projection (hW hm) (T v)
  -- the difference of the two sides is the squared distance of the two projections
  have h3 : 0 ≤ inner ℝ (W'.starProjection (T v) - W.starProjection (T v))
      (W'.starProjection (T v) - W.starProjection (T v)) := real_inner_self_nonneg
  rw [inner_sub_left, inner_sub_right, inner_sub_right,
    real_inner_comm (W.starProjection (T v)) (W'.starProjection (T v))] at h3
  linarith [real_inner_comm (W.starProjection (T v)) (W'.starProjection (T v))]
```

In the code, `h1` and `h2` are the two uses of (a), and `h3` is the non-negative squared distance. The orbital $v$ is held fixed: the inequality does not compare orbitals reoptimised in each basis.

## (h) The overlap matrix acting on coefficients

**Task.** For finitely many basis functions $\chi_i$ and real coefficients $c_i$, show that
$$(Sc)_j=\Big\langle\chi_j,\sum_i c_i\chi_i\Big\rangle .$$

**Solution.** By linearity, the right side is $\sum_i c_i\langle\chi_j,\chi_i\rangle=\sum_i S_{ji}c_i$.

```lean
variable {ι : Type*} [Fintype ι]

/-- The overlap matrix applied to coefficients `c` gives the overlaps of the basis functions with
the expanded function `∑ i, c i • χ i`. -/
theorem overlap_mulVec (χ : ι → E) (c : ι → ℝ) (j : ι) :
    (overlap χ *ᵥ c) j = inner ℝ (χ j) (∑ i, c i • χ i) := by
  simp [Matrix.mulVec, dotProduct, overlap, inner_sum, real_inner_smul_right, mul_comm]
```

The symbol `*ᵥ` is the product of a matrix with a vector.

## (i) Invertibility of the overlap matrix

**Task.** For linearly independent $\chi_i$, show that
$$\det S\neq0 .$$

**Solution.** If $\det S=0$, some $c\neq0$ satisfies $Sc=0$. Put $f=\sum_i c_i\chi_i$. By (h),
$$\langle f,f\rangle=\sum_j c_j\langle\chi_j,f\rangle=\sum_j c_j(Sc)_j=0 ,$$
so $f=0$. Linear independence then forces $c=0$, a contradiction.

```lean
/-- Linearly independent basis functions have an overlap matrix with nonzero determinant. -/
theorem overlap_det_ne_zero [DecidableEq ι] {χ : ι → E} (hχ : LinearIndependent ℝ χ) :
    (overlap χ).det ≠ 0 := by
  intro h
  obtain ⟨c, hc, h0⟩ := Matrix.exists_mulVec_eq_zero_iff.2 h
  have hz : ∑ i, c i • χ i = 0 := by
    refine (inner_self_eq_zero (𝕜 := ℝ)).1 ?_
    rw [sum_inner]
    refine Finset.sum_eq_zero fun j _ => ?_
    rw [real_inner_smul_left, ← overlap_mulVec, h0, Pi.zero_apply, mul_zero]
  exact hc (funext fun i => Fintype.linearIndependent_iff.1 hχ c hz i)
```

`Matrix.exists_mulVec_eq_zero_iff` provides the vector $c$, and `hz` is the statement $f=0$.

## (j) The formula in a non-orthogonal basis

**Task.** Let the linearly independent functions $\chi_i$ span $W$. Show that
$$\langle\chi_k,(PTP)^2\chi_l\rangle=(KS^{-1}K)_{kl} .$$

**Solution.** Fix $l$ and set $c_i=(S^{-1}K)_{il}$, which (i) allows. Then $(Sc)_j=K_{jl}=\langle\chi_j,T\chi_l\rangle$. By (h), $f=\sum_i c_i\chi_i$ has the same overlap as $T\chi_l$ with every $\chi_j$. So $T\chi_l-f$ is orthogonal to $W$, and since $f\in W$, we have $f=PT\chi_l$. Now (b), (a) and the symmetry of $T$ give
$$\langle PT\chi_k,PT\chi_l\rangle=\langle T\chi_k,f\rangle=\sum_i c_i\langle T\chi_k,\chi_i\rangle=\sum_i K_{ki}(S^{-1}K)_{il} .$$

```lean
/-- For symmetric `T` and linearly independent basis functions spanning `W`, the matrix elements
of `(P T P)²` are the entries of `K S⁻¹ K`, with kinetic matrix `K` and overlap matrix `S`. -/
theorem ri_working_formula [DecidableEq ι] {T : E →ₗ[ℝ] E} (hT : T.IsSymmetric)
    {W : Submodule ℝ E} [W.HasOrthogonalProjection] {χ : ι → E}
    (hχ : LinearIndependent ℝ χ) (hW : W = Submodule.span ℝ (Set.range χ)) (k l : ι) :
    inner ℝ (χ k) ((projectedKinetic T W ^ 2) (χ l)) =
      (kineticMatrix T χ * ((overlap χ)⁻¹ * kineticMatrix T χ)) k l := by
  have hmem : ∀ i, χ i ∈ W := fun i => by
    rw [hW]
    exact Submodule.subset_span ⟨i, rfl⟩
  let c : ι → ℝ := fun i => ((overlap χ)⁻¹ * kineticMatrix T χ) i l
  -- the coefficients `c` solve the normal equations for the projection of `T χ l`
  have hc : ∀ j, inner ℝ (χ j) (∑ i, c i • χ i) = inner ℝ (χ j) (T (χ l)) := fun j => by
    rw [← overlap_mulVec]
    exact congrFun (congrFun (Matrix.mul_nonsing_inv_cancel_left (overlap χ)
      (kineticMatrix T χ) (isUnit_iff_ne_zero.2 (overlap_det_ne_zero hχ))) j) l
  have hP : W.starProjection (T (χ l)) = ∑ i, c i • χ i := by
    refine Submodule.eq_starProjection_of_mem_of_inner_eq_zero
      (Submodule.sum_mem _ fun i _ => W.smul_mem _ (hmem i)) fun w hw => ?_
    rw [hW] at hw
    induction hw using Submodule.span_induction with
    | mem x hx =>
      obtain ⟨j, rfl⟩ := hx
      rw [real_inner_comm, inner_sub_right, hc j, sub_self]
    | zero => exact inner_zero_right _
    | add x y _ _ hx hy => rw [inner_add_right, hx, hy, add_zero]
    | smul a x _ hx => rw [real_inner_smul_right, hx, mul_zero]
  have h1 := inner_projection (Submodule.starProjection_apply_mem W (T (χ l))) (T (χ k))
  rw [inner_projectedKinetic_sq hT (hmem k) (hmem l), real_inner_comm, h1, hP, sum_inner,
    Matrix.mul_apply]
  refine Finset.sum_congr rfl fun i _ => ?_
  have h2 : inner ℝ (χ i) (T (χ k)) = kineticMatrix T χ k i :=
    (hT (χ i) (χ k)).symm.trans (real_inner_comm _ _)
  rw [real_inner_smul_left, h2, mul_comm]

end

end MassVelocityRI
```

The normal equations are `hc`, and `hP` identifies $f$ with the projection. The induction over the span extends orthogonality from the basis functions to all of $W$. The final lines evaluate the sum. In an orthonormal basis $S$ is the unit matrix, and the formula is the plain square of $K$. Multiplication by $4m^2$ turns these entries into approximate $p^4$ integrals.

```lean
#print axioms MassVelocityRI.ri_le_exact
#print axioms MassVelocityRI.ri_exact_iff
#print axioms MassVelocityRI.ri_mono
#print axioms MassVelocityRI.ri_working_formula
```

```
'MassVelocityRI.ri_le_exact' depends on axioms: [propext, Classical.choice, Quot.sound]
'MassVelocityRI.ri_exact_iff' depends on axioms: [propext, Classical.choice, Quot.sound]
'MassVelocityRI.ri_mono' depends on axioms: [propext, Classical.choice, Quot.sound]
'MassVelocityRI.ri_working_formula' depends on axioms: [propext, Classical.choice, Quot.sound]
```

## A projector known by its orthogonality

Mathlib's `starProjection` is never computed as a matrix here. It enters the argument through the property that characterises it: $Px$ lies in $W$, and $x-Px$ is orthogonal to $W$. The second half is the lemma `Submodule.starProjection_inner_eq_zero`, used once, in (a); the error formula draws on it through (a).

Part (j) uses the converse, `Submodule.eq_starProjection_of_mem_of_inner_eq_zero`: a vector of $W$ whose difference from $x$ is orthogonal to $W$ must be $Px$. This lets a solution of linear equations be recognised as a projection.

Mathlib also has `orthogonalProjection`, whose values are elements of $W$ as a space of its own. The values of `starProjection` are vectors of $E$, so $T$ can act on them directly and $PTP$ is an ordinary composition of maps on $E$.
